# Weak-field series for spin-1/2 doublet levels converge at reduced field |x| < 1 and diverge at |x| > 1, for every |M| < L + 1/2

The function $\sqrt{1+x^2}$ is smooth at every real $x$, yet its expansion $1+\tfrac12x^2-\tfrac18x^4+\dots$ diverges once $|x|>1$. The obstruction lies off the real axis: the radicand has simple zeros at $x=\pm i$, where the square root is not differentiable. In an atomic doublet these zeros move with the magnetic quantum number $M$ but stay on the unit circle.

The model is $\zeta\,\mathbf L\cdot\mathbf S+\mu_{\mathrm B}\mathcal B(L_z+2S_z)$ with spin 1/2 and fixed $L\ge1$. Here $\zeta\neq0$ is the spin-orbit constant, $\mu_{\mathrm B}$ the Bohr magneton and $\mathcal B$ the magnetic field along $z$; angular momenta are in units of $\hbar$. It omits the diamagnetic term and coupling to other $L$, and sets the spin $g$-factor to 2. Energies are in units of $\zeta$, and the reduced field is $x=\mu_{\mathrm B}\mathcal B/(\zeta(L+\tfrac12))$. Its magnitude is the Zeeman energy $\mu_{\mathrm B}|\mathcal B|$ divided by the zero-field doublet splitting $|\zeta|(L+\tfrac12)$. For $|M|<L+\tfrac12$, adding higher orders in the field cannot make the weak-field expansion converge at $|x|>1$. The two stretched states $|M|=L+\tfrac12$ are different: their energies have no terms beyond first order in the field.

```lean
import Mathlib

open PowerSeries (coeff C X coeff_mul coeff_C_mul coeff_one coeff_X coeff_X_pow)
open Filter Topology
open scoped PowerSeries

namespace DoubletWeakField

noncomputable section
```

For real $c$, call $F=\sum_n a_nX^n$ a splitting series if $a_0=1$ and $F^2=1+2cX+X^2$ as formal series. In Lean, `ℝ⟦X⟧` is the type of such series, `coeff n F` is $a_n$, and `C` makes a constant series.

```lean
/-- `F` is a weak-field splitting series: it starts with `1` and its formal square is
`1 + 2cX + X²`. -/
def IsSplittingSeries (c : ℝ) (F : ℝ⟦X⟧) : Prop :=
  coeff 0 F = 1 ∧ F ^ 2 = 1 + C (2 * c) * X + X ^ 2
```

The block below uses the basis $(m_L,m_S)=(M-\tfrac12,\tfrac12),\,(M+\tfrac12,-\tfrac12)$. Lean accepts any real $L$ and $M$. The matrix is the physical block when $L\ge1$ is an integer, $M-\tfrac12$ is an integer and $|M|<L+\tfrac12$; at $|M|=L+\tfrac12$ only one of the two basis states exists.

```lean
/-- The block of `L·S + b (Lz + 2Sz)` with projection `M` for spin 1/2, in units of the spin-orbit
constant, at reduced field `x = b / (L + 1/2)`, where `|M| < L + 1/2`. -/
def doubletBlock (L M x : ℝ) : Matrix (Fin 2) (Fin 2) ℝ :=
  !![(M - 1/2) / 2 + (L + 1/2) * x * (M + 1/2), √((L + 1/2) ^ 2 - M ^ 2) / 2;
     √((L + 1/2) ^ 2 - M ^ 2) / 2, -(M + 1/2) / 2 + (L + 1/2) * x * (M - 1/2)]
```

## (a) One series at most

Show that two splitting series $F,G$ for the same $c$ satisfy $F=G$.

**Solution.** Subtracting the squares gives $(F-G)(F+G)=0$. Formal series over $\mathbb R$ have no zero divisors, and $F+G$ has constant term 2, so $F-G=0$. The code splits the product with `mul_eq_zero`.

```lean
/-- There is at most one splitting series for each `c`. -/
theorem series_unique {c : ℝ} {F G : ℝ⟦X⟧} (hF : IsSplittingSeries c F)
    (hG : IsSplittingSeries c G) : F = G := by
  have h : (F - G) * (F + G) = 0 := by linear_combination hF.2 - hG.2
  rcases mul_eq_zero.mp h with h | h
  · exact sub_eq_zero.mp h
  · have h0 := congrArg (coeff 0) h
    rw [map_add, hF.1, hG.1, map_zero] at h0
    norm_num at h0
```

## (b) Zeros on the unit circle

For $|c|<1$, find a complex $w$ with
$$|w|=1,\quad \operatorname{Re}w=-c,\quad 1+2cw+w^2=0,\quad c+w\ne0.$$

**Solution.** Put $s=\sqrt{1-c^2}>0$ and $w=-c+is$. Then $|w|^2=c^2+s^2=1$, and $1+2cw+w^2=(w+c)^2+s^2=0$. Finally $c+w=is\neq0$, so the zero is simple.

```lean
/-- For `|c| < 1` the radicand has a simple complex zero `w` of modulus one, with real
part `-c`. -/
theorem branch_point {c : ℝ} (hc : |c| < 1) :
    ∃ w : ℂ, ‖w‖ = 1 ∧ w.re = -c ∧ 1 + 2 * c * w + w ^ 2 = 0 ∧ (c : ℂ) + w ≠ 0 := by
  have hp : 0 < 1 - c ^ 2 := by nlinarith [abs_lt.mp hc]
  have hs : √(1 - c ^ 2) ^ 2 = 1 - c ^ 2 := Real.sq_sqrt hp.le
  have hsC : ((√(1 - c ^ 2) : ℝ) : ℂ) ^ 2 = 1 - (c : ℂ) ^ 2 := by exact_mod_cast hs
  refine ⟨((-c : ℝ) : ℂ) + (√(1 - c ^ 2) : ℝ) * Complex.I, ?_, by simp, ?_, ?_⟩
  · refine (pow_eq_one_iff_of_nonneg (norm_nonneg _) two_ne_zero).mp ?_
    rw [Complex.sq_norm, Complex.normSq_add_mul_I, hs]
    ring
  · rw [Complex.ofReal_neg]
    linear_combination ((√(1 - c ^ 2) : ℝ) : ℂ) ^ 2 * Complex.I_sq - hsC
  · rw [Complex.ofReal_neg, add_neg_cancel_left]
    exact mul_ne_zero (Complex.ofReal_ne_zero.mpr (Real.sqrt_pos.mpr hp).ne') Complex.I_ne_zero
```

## (c) The root of a linear factor

For $|w|=1$, find a complex series $T$ with constant term 1, coefficients of modulus at most 1, and
$$T^2=1-wX.$$

**Solution.** Let $C_n$ be the Catalan numbers, with $C_0=1$ and $C_{n+1}=\sum_{i+j=n}C_iC_j$. Set $K=\sum_n C_n\frac w2\left(\frac w4\right)^nX^n$. Comparing coefficients, the recursion says $2K=w+XK^2$ (`hq` in the code). With $T=1-XK$,
$$T^2=1-X(2K-XK^2)=1-wX.$$
Since $C_n\le\binom{2n}{n}\le4^n$, the coefficient of $X^{n+1}$ in $T$ has modulus $C_n/(2\cdot4^n)\le\tfrac12$.

```lean
/-- For `|w| = 1` the factor `1 - wX` has a formal square root that starts with `1` and has
coefficients of modulus at most one. -/
theorem linear_root {w : ℂ} (hw : ‖w‖ = 1) :
    ∃ T : ℂ⟦X⟧, coeff 0 T = 1 ∧ T ^ 2 = 1 - C w * X ∧ ∀ n, ‖coeff n T‖ ≤ 1 := by
  obtain ⟨K, hK⟩ : ∃ K : ℂ⟦X⟧, ∀ n, coeff n K = (catalan n : ℂ) * (w / 2 * (w / 4) ^ n) :=
    ⟨PowerSeries.mk _, fun n => PowerSeries.coeff_mk n _⟩
  -- the Catalan recursion as a quadratic equation for the generating series
  have hq : K + K = C w + X * (K * K) := by
    ext n
    rcases n with _ | n
    · rw [map_add, map_add, PowerSeries.coeff_zero_X_mul, hK]
      simp
    · rw [map_add, map_add, PowerSeries.coeff_succ_X_mul, coeff_mul, PowerSeries.coeff_C,
        if_neg n.succ_ne_zero, zero_add, hK, catalan_succ', Nat.cast_sum, ← two_mul,
        Finset.sum_mul, Finset.mul_sum]
      refine Finset.sum_congr rfl fun p hp => ?_
      rw [hK, hK, ← Finset.HasAntidiagonal.mem_antidiagonal.mp hp]
      push_cast
      ring
  have h0 : coeff 0 (1 - X * K) = 1 := by
    rw [map_sub, PowerSeries.coeff_zero_X_mul, sub_zero, coeff_one, if_pos rfl]
  refine ⟨1 - X * K, h0, by linear_combination (-X) * hq, fun n => ?_⟩
  rcases n with _ | n
  · rw [h0, norm_one]
  · have hb : (catalan n : ℝ) ≤ 4 ^ n := by
      have h : catalan n ≤ 2 ^ (2 * n) := by
        rw [catalan_eq_centralBinom_div]
        exact (Nat.div_le_self _ _).trans (Nat.choose_le_two_pow _ _)
      rw [pow_mul] at h
      exact_mod_cast h
    have h1 : (catalan n : ℝ) * (1 / 4) ^ n ≤ 1 := by
      rw [one_div, inv_pow, ← div_eq_mul_inv]
      exact (div_le_one (by positivity)).mpr hb
    have h2 : ‖(2 : ℂ)‖ = 2 := by norm_num
    have h4 : ‖(4 : ℂ)‖ = 4 := by norm_num
    rw [map_sub, PowerSeries.coeff_succ_X_mul, hK, coeff_one, if_neg n.succ_ne_zero, zero_sub,
      norm_neg, norm_mul, norm_mul, norm_pow, norm_div, norm_div, hw, Complex.norm_natCast, h2, h4]
    linarith
```

## (d) Existence with a bound

For $|c|<1$, construct a splitting series with
$$|a_n|\le n+1.$$

**Solution.** Take $w$ from (b) and $T$ from (c), and write $T=A+iB$ with real series $A,B$. The real and imaginary parts of $T^2=1-wX$ are
$$A^2-B^2=1+cX,\qquad 2AB=-(\operatorname{Im}w)X,$$
which are `h1` and `h2`. Let $F=A^2+B^2$. Its constant term is 1, and
$$F^2=(A^2-B^2)^2+(2AB)^2=(1+cX)^2+(1-c^2)X^2=1+2cX+X^2.$$
Moreover $a_n=\sum_{i+j=n}(A_iA_j+B_iB_j)$ has $n+1$ terms, each at most $|T_i||T_j|\le1$ in magnitude.

```lean
/-- For `|c| < 1` a splitting series exists, and its `n`-th coefficient is at most `n + 1`
in magnitude. -/
theorem series_exists {c : ℝ} (hc : |c| < 1) :
    ∃ F, IsSplittingSeries c F ∧ ∀ n, ‖coeff n F‖ ≤ n + 1 := by
  obtain ⟨w, hw, hwr, -, -⟩ := branch_point hc
  obtain ⟨T, hT0, hT, hTb⟩ := linear_root hw
  -- with T = A + iB the series is |T|² = A² + B²
  obtain ⟨A, hA⟩ : ∃ A : ℝ⟦X⟧, ∀ n, coeff n A = (coeff n T).re :=
    ⟨PowerSeries.mk _, fun n => PowerSeries.coeff_mk n _⟩
  obtain ⟨B, hB⟩ : ∃ B : ℝ⟦X⟧, ∀ n, coeff n B = (coeff n T).im :=
    ⟨PowerSeries.mk _, fun n => PowerSeries.coeff_mk n _⟩
  have hre : ∀ n, coeff n (A * A - B * B) = (coeff n (T ^ 2)).re := fun n => by
    rw [sq]
    simp only [map_sub, coeff_mul, hA, hB, Complex.re_sum, Complex.mul_re, Finset.sum_sub_distrib]
  have him : ∀ n, coeff n (A * B + B * A) = (coeff n (T ^ 2)).im := fun n => by
    rw [sq]
    simp only [map_add, coeff_mul, hA, hB, Complex.im_sum, Complex.mul_im, Finset.sum_add_distrib]
  have h1 : A * A - B * B = 1 + C c * X := by
    ext n
    rw [hre, hT]
    simp only [map_sub, map_add, coeff_C_mul, coeff_one, coeff_X]
    split_ifs <;> simp [hwr]
  have h2 : A * B + B * A = -(C w.im * X) := by
    ext n
    rw [him, hT]
    simp only [map_sub, map_neg, coeff_C_mul, coeff_one, coeff_X]
    split_ifs <;> simp
  have hn : c * c + w.im * w.im = 1 := by
    have h : w.re * w.re + w.im * w.im = 1 := by
      rw [← Complex.normSq_apply, ← Complex.sq_norm, hw, one_pow]
    rw [hwr] at h
    linarith
  have h3 : (C c * C c + C w.im * C w.im : ℝ⟦X⟧) = 1 := by
    rw [← map_mul, ← map_mul, ← map_add, hn, map_one]
  have h4 : (C (2 * c) : ℝ⟦X⟧) = 2 * C c := by rw [two_mul, map_add, ← two_mul]
  refine ⟨A * A + B * B, ⟨?_, ?_⟩, fun n => ?_⟩
  · simp only [map_add, coeff_mul, Finset.Nat.antidiagonal_zero, Finset.sum_singleton, hA, hB,
      hT0, Complex.one_re, Complex.one_im]
    norm_num
  · linear_combination (A * A - B * B + 1 + C c * X) * h1
      + (A * B + B * A - C w.im * X) * h2 + X ^ 2 * h3 - X * h4
  · have hq : ∀ k, (coeff k T).re * (coeff k T).re + (coeff k T).im * (coeff k T).im ≤ 1 :=
      fun k => by
        rw [← Complex.normSq_apply, ← Complex.sq_norm]
        exact pow_le_one₀ (norm_nonneg _) (hTb k)
    rw [map_add, coeff_mul, coeff_mul, ← Finset.sum_add_distrib]
    refine (norm_sum_le _ _).trans ((Finset.sum_le_card_nsmul _ _ 1 fun p _ => ?_).trans ?_)
    · rw [hA, hA, hB, hB, Real.norm_eq_abs, abs_le]
      have := hq p.1
      have := hq p.2
      constructor <;> nlinarith [sq_nonneg ((coeff p.1 T).re - (coeff p.2 T).re),
        sq_nonneg ((coeff p.1 T).im - (coeff p.2 T).im),
        sq_nonneg ((coeff p.1 T).re + (coeff p.2 T).re),
        sq_nonneg ((coeff p.1 T).im + (coeff p.2 T).im)]
    · simp
```

## (e) Convergence inside the unit disc

For $|c|<1$ and complex $|z|<1$, show
$$\sum_n|a_nz^n|<\infty.$$

**Solution.** By (a), every splitting series is the one from (d). Hence the sum is at most $\sum_n(n+1)|z|^n=(1-|z|)^{-2}$. The code splits this majorant into two summable series.

```lean
/-- For `|c| < 1` the splitting series converges absolutely at every complex reduced field
of modulus below one. -/
theorem series_converges {c : ℝ} (hc : |c| < 1) {F : ℝ⟦X⟧} (h : IsSplittingSeries c F)
    {z : ℂ} (hz : ‖z‖ < 1) : Summable fun n => ‖((coeff n F : ℝ) : ℂ) * z ^ n‖ := by
  obtain ⟨G, hG, hb⟩ := series_exists hc
  rw [← series_unique h hG] at hb
  have h1 := summable_pow_mul_geometric_of_norm_lt_one 1 (show ‖‖z‖‖ < 1 by rwa [norm_norm])
  refine Summable.of_nonneg_of_le (fun n => norm_nonneg _) (fun n => ?_)
    (h1.add (summable_geometric_of_lt_one (norm_nonneg z) hz))
  rw [norm_mul, norm_pow, Complex.norm_real]
  calc _ ≤ ((n : ℝ) + 1) * ‖z‖ ^ n := mul_le_mul_of_nonneg_right (hb n) (by positivity)
    _ = _ := by simp only [pow_one]; ring
```

## (f) The square of the sum

Wherever the series converges absolutely, show
$$\Big(\sum_na_nz^n\Big)^2=1+2cz+z^2.$$

**Solution.** Absolute convergence permits the Cauchy product, whose $n$th term is $\sum_{i+j=n}a_ia_j\,z^n$. These coefficients are those of $F^2$, so only $n=0,1,2$ contribute.

```lean
/-- Wherever the splitting series converges absolutely, its sum squares to
`1 + 2cz + z²`. -/
theorem value_sq {c : ℝ} {F : ℝ⟦X⟧} (h : IsSplittingSeries c F) (z : ℂ)
    (hs : Summable fun n => ‖((coeff n F : ℝ) : ℂ) * z ^ n‖) :
    (∑' n, ((coeff n F : ℝ) : ℂ) * z ^ n) ^ 2 = 1 + 2 * c * z + z ^ 2 := by
  have e : (∑' n, ((coeff n F : ℝ) : ℂ) * z ^ n) ^ 2
      = ∑' n, ((coeff n (F ^ 2) : ℝ) : ℂ) * z ^ n := by
    rw [sq, tsum_mul_tsum_eq_tsum_sum_antidiagonal_of_summable_norm hs hs]
    refine tsum_congr fun n => ?_
    rw [sq, coeff_mul, Complex.ofReal_sum, Finset.sum_mul]
    refine Finset.sum_congr rfl fun p hp => ?_
    rw [← Finset.HasAntidiagonal.mem_antidiagonal.mp hp, pow_add, Complex.ofReal_mul]
    ring
  have hk : ∀ n, coeff n (F ^ 2) = (if n = 0 then 1 else 0) + 2 * c * (if n = 1 then 1 else 0)
      + (if n = 2 then 1 else 0) := fun n => by
    rw [h.2, map_add, map_add, coeff_C_mul, coeff_one, coeff_X, coeff_X_pow]
  simp only [e, hk]
  rw [tsum_eq_sum (s := Finset.range 3)]
  · simp [Finset.sum_range_succ]
  · intro n hn
    rw [Finset.mem_range] at hn
    rw [if_neg (by omega), if_neg (by omega), if_neg (by omega)]
    simp
```

## (g) Unbounded terms outside

For $|c|<1$ and real $|x|>1$, show that no $B$ satisfies
$$|a_nx^n|\le B\quad\text{for all }n.$$

**Solution.** Suppose one does, and choose $1<r<|x|$. For $|z|<r$ we get $|a_nz^n|\le B(r/|x|)^n$, a summable bound independent of $z$. So $S(z)=\sum_na_nz^n$ is differentiable on this disc, and (f) gives $S^2=1+2cz+z^2$ there. The disc contains the $w$ of (b), where $S(w)=0$. Differentiating at $w$ gives
$$2S(w)S'(w)=2(c+w).$$
The left side is zero and the right side is not. In the code, uniqueness of derivatives supplies this equation as `hD`.

```lean
/-- For `|c| < 1` and reduced field `|x| > 1` the terms of the series are unbounded. -/
theorem terms_unbounded {c x : ℝ} (hc : |c| < 1) (hx : 1 < |x|) {F : ℝ⟦X⟧}
    (h : IsSplittingSeries c F) : ¬ ∃ B, ∀ n, |coeff n F * x ^ n| ≤ B := by
  rintro ⟨B, hB⟩
  obtain ⟨w, hw, -, hw0, hne⟩ := branch_point hc
  obtain ⟨r, hr1, hrx⟩ := exists_between hx
  have hx0 : 0 < |x| := by linarith
  have hr0 : 0 < r := by linarith
  have hu : Summable fun n : ℕ => B * (r / |x|) ^ n :=
    (summable_geometric_of_lt_one (by positivity) ((div_lt_one hx0).mpr hrx)).mul_left B
  have hle : ∀ (n : ℕ) (z : ℂ), z ∈ Metric.ball (0 : ℂ) r →
      ‖((coeff n F : ℝ) : ℂ) * z ^ n‖ ≤ B * (r / |x|) ^ n := fun n z hz => by
    have hn := hB n
    rw [abs_mul, abs_pow] at hn
    rw [norm_mul, norm_pow, Complex.norm_real, Real.norm_eq_abs]
    calc _ ≤ |coeff n F| * r ^ n := mul_le_mul_of_nonneg_left
          (pow_le_pow_left₀ (norm_nonneg z) (mem_ball_zero_iff.mp hz).le n) (abs_nonneg _)
      _ = |coeff n F| * |x| ^ n * (r / |x|) ^ n := by
        rw [mul_assoc, ← mul_pow, mul_div_cancel₀ r hx0.ne']
      _ ≤ _ := mul_le_mul_of_nonneg_right hn (by positivity)
  -- the sum would be differentiable at the branch point w
  obtain ⟨S, hd, hsq⟩ : ∃ S : ℂ → ℂ, DifferentiableOn ℂ S (Metric.ball 0 r) ∧
      ∀ z ∈ Metric.ball (0 : ℂ) r, S z ^ 2 = 1 + 2 * c * z + z ^ 2 :=
    ⟨fun z => ∑' n, ((coeff n F : ℝ) : ℂ) * z ^ n,
      Complex.differentiableOn_tsum_of_summable_norm hu (fun n => by fun_prop)
        Metric.isOpen_ball hle,
      fun z hz => value_sq h z
        (Summable.of_nonneg_of_le (fun _ => norm_nonneg _) (fun n => hle n z hz) hu)⟩
  have hwU : Metric.ball (0 : ℂ) r ∈ 𝓝 w :=
    Metric.isOpen_ball.mem_nhds (mem_ball_zero_iff.mpr (by rwa [hw]))
  have hS := (hd.differentiableAt hwU).hasDerivAt
  have hP : HasDerivAt (fun z : ℂ => 1 + 2 * c * z + z ^ 2) (2 * c + 2 * w) w :=
    ((((hasDerivAt_id' w).const_mul (2 * (c : ℂ))).const_add 1).fun_add
      (hasDerivAt_pow 2 w)).congr_deriv (by simp)
  have hD := (hS.fun_mul hS).unique (hP.congr_of_eventuallyEq
    (Filter.eventually_of_mem hwU fun z hz => (sq (S z)).symm.trans (hsq z hz)))
  have h0 : S w = 0 :=
    (pow_eq_zero_iff two_ne_zero).mp ((hsq w (mem_of_mem_nhds hwU)).trans hw0)
  rw [h0] at hD
  exact hne (by linear_combination -hD / 2)
```

## (h) The secular determinant

Write $\ell=L+\tfrac12$ and let $H$ be the block. For $|M|<\ell$, show
$$\det(H-E)=\left(E+\tfrac14-M\ell x\right)^2-\frac{\ell^2}{4}\left(1+\frac{2M}{\ell}x+x^2\right).$$

**Solution.** The diagonal entries $p,q$ have $p+q=-\tfrac12+2M\ell x$ and $p-q=M+\ell x$. The off-diagonal entry squared is $(\ell^2-M^2)/4$. The determinant is $\left(E-\frac{p+q}2\right)^2$ minus
$$\frac{(M+\ell x)^2+\ell^2-M^2}{4}=\frac{\ell^2+2M\ell x+\ell^2x^2}{4}.$$

```lean
/-- The secular determinant of the doublet block with `|M| < L + 1/2`: the squared distance
of `E` from the mean level minus the squared half splitting. -/
theorem secular_determinant {L M : ℝ} (hM : |M| < L + 1/2) (x E : ℝ) :
    (doubletBlock L M x - E • (1 : Matrix (Fin 2) (Fin 2) ℝ)).det =
      (E + 1/4 - M * (L + 1/2) * x) ^ 2
        - ((L + 1/2) / 2) ^ 2 * (1 + 2 * (M / (L + 1/2)) * x + x ^ 2) := by
  have hL : 0 < L + 1/2 := (abs_nonneg M).trans_lt hM
  have hs : √((L + 1/2) ^ 2 - M ^ 2) ^ 2 = (L + 1/2) ^ 2 - M ^ 2 :=
    Real.sq_sqrt (by nlinarith [abs_lt.mp hM])
  have hc : M / (L + 1/2) * (L + 1/2) = M := div_mul_cancel₀ M hL.ne'
  have e : ∀ a b d : ℝ, (!![a, b; b, d] - E • (1 : Matrix (Fin 2) (Fin 2) ℝ)).det
      = (a - E) * (d - E) - b * b := fun a b d => by simp [Matrix.det_fin_two]
  rw [doubletBlock, e]
  generalize M / (L + 1/2) = q at hc ⊢
  linear_combination (-1/4) * hs + (L + 1/2) * x / 2 * hc
```

## (i) Both levels and their common limit

Let $|M|<\ell$ and $c=M/\ell$. Show that for $|x|<1$ the levels are
$$E_\pm=-\tfrac14+M\ell x\pm\frac{\ell}{2}\sum_na_nx^n,$$
and that for $|x|>1$ the partial sums of $\sum_na_nx^n$ have no limit.

**Solution.** Here $|c|<1$. For $|x|<1$, (e) and (f) turn the last bracket in (h) into the square of the sum, and the determinant factorises as $(E-E_+)(E-E_-)$. For $|x|>1$, a limit of the partial sums would force $a_nx^n\to0$, hence bounded terms, against (g).

Take $L=1$, $M=\tfrac12$, so $c=\tfrac13$. Matching coefficients gives
$$F=1+\tfrac13X+\tfrac49X^2-\tfrac4{27}X^3-\tfrac4{81}X^4+\dots$$
At $x=\tfrac12$ these terms sum to $1.2562$, against $\sqrt{19/12}\approx1.2583$. The levels are $0.125\pm0.75\cdot1.2583$, or about $1.0687$ and $-0.8187$.

In the theorem, $F$ is any splitting series for this $c$; (d) supplies one. The levels persist at $|x|>1$; only their expansion fails. The points $|x|=1$ are left undecided. The stretched states $|M|=\ell$ are excluded: there $c=\pm1$, and $F=1\pm X$ converges at every field.

```lean
/-- For every `|M| < L + 1/2`, the weak-field series converges and gives both doublet levels
at reduced field `|x| < 1`, and its partial sums have no limit at `|x| > 1`. -/
theorem weak_field_expansion {L M : ℝ} (hM : |M| < L + 1/2) {F : ℝ⟦X⟧}
    (h : IsSplittingSeries (M / (L + 1/2)) F) (x : ℝ) :
    (|x| < 1 → Summable (fun n => coeff n F * x ^ n) ∧
      ∀ E : ℝ, (doubletBlock L M x - E • (1 : Matrix (Fin 2) (Fin 2) ℝ)).det = 0 ↔
        E = -1/4 + M * (L + 1/2) * x + (L + 1/2) / 2 * ∑' n, coeff n F * x ^ n ∨
        E = -1/4 + M * (L + 1/2) * x - (L + 1/2) / 2 * ∑' n, coeff n F * x ^ n) ∧
    (1 < |x| → ¬ ∃ s, Tendsto (fun N => ∑ n ∈ Finset.range N, coeff n F * x ^ n)
      atTop (𝓝 s)) := by
  have hL : 0 < L + 1/2 := (abs_nonneg M).trans_lt hM
  have hc : |M / (L + 1/2)| < 1 := by rwa [abs_div, abs_of_pos hL, div_lt_one hL]
  refine ⟨fun hx => ?_, fun hx => ?_⟩
  · have hs := series_converges hc h (z := (x : ℂ)) (by rwa [Complex.norm_real, Real.norm_eq_abs])
    have hr : Summable fun n => ‖coeff n F * x ^ n‖ := by
      simpa only [← Complex.ofReal_pow, ← Complex.ofReal_mul, Complex.norm_real] using hs
    have hv : (∑' n, coeff n F * x ^ n) ^ 2 = 1 + 2 * (M / (L + 1/2)) * x + x ^ 2 := by
      have e := value_sq h x hs
      generalize M / (L + 1/2) = q at e ⊢
      exact_mod_cast e
    refine ⟨hr.of_norm, fun E => ?_⟩
    rw [secular_determinant hM, ← hv]
    generalize ∑' n, coeff n F * x ^ n = S
    constructor
    · intro h0
      have hf : (E - (-1/4 + M * (L + 1/2) * x + (L + 1/2) / 2 * S)) *
          (E - (-1/4 + M * (L + 1/2) * x - (L + 1/2) / 2 * S)) = 0 := by
        linear_combination h0
      exact (mul_eq_zero.mp hf).imp sub_eq_zero.mp sub_eq_zero.mp
    · rintro (rfl | rfl) <;> ring
  · rintro ⟨s, hs⟩
    -- convergence would force the terms to tend to zero, hence to be bounded
    have ht : Tendsto (fun n => coeff n F * x ^ n) atTop (𝓝 0) := by
      have hd := (hs.comp (tendsto_add_atTop_nat 1)).sub hs
      simpa [Function.comp_def, Finset.sum_range_succ] using hd
    obtain ⟨B, hB⟩ := (Metric.isBounded_range_of_tendsto _ ht).exists_norm_le
    exact terms_unbounded hc hx h ⟨B, fun n => hB _ ⟨n, rfl⟩⟩

end

end DoubletWeakField
```

```lean
#print axioms DoubletWeakField.weak_field_expansion
```

```
'DoubletWeakField.weak_field_expansion' depends on axioms: [propext, Classical.choice, Quot.sound]
```
